# Ordered products of exponentials with central commutators, and the phase of successive displacements

A harmonic oscillator receives a series of short kicks from a force that does not depend on position. In the frame that rotates with the free oscillation, each kick displaces the state in phase space, and because displacements do not commute in general, the net effect is the total displacement times a phase that depends on the order. If the displacement operators $D(\alpha)$ obey the Weyl relation below, that phase is a sum over pairs of kicks. Bounded operators $A_0,\dots,A_{n-1}$ follow the same pattern if every commutator commutes with every $A_k$:

$$e^{A_0}\cdots e^{A_{n-1}}=e^{\sum_i A_i}\,e^{\frac12\sum_{i<j}[A_i,A_j]} .$$

In Lean, `comm` is the commutator and `pairSum` the sum over $i<j$. Indices start at 0, and `pairSum_succ` separates the pairs containing index 0 from the rest.

```lean
import Mathlib

open NormedSpace
open scoped ComplexConjugate

namespace OrderedExponentials

noncomputable section

/-- The commutator `[x, y] = x y - y x`. -/
def comm {R : Type*} [Ring R] (x y : R) : R := x * y - y * x

/-- The sum of `f i j` over all pairs `i < j`, that is, with `i` to the left of `j`. -/
def pairSum {M : Type*} [AddCommMonoid M] {n : ℕ} (f : Fin n → Fin n → M) : M :=
  ∑ i, ∑ j, if i < j then f i j else 0

/-- The sum over ordered pairs splits into the pairs that contain the first index and
the pairs among the remaining indices. -/
theorem pairSum_succ {M : Type*} [AddCommMonoid M] {n : ℕ}
    (f : Fin (n + 1) → Fin (n + 1) → M) :
    pairSum f = ∑ j : Fin n, f 0 j.succ + pairSum (fun i j : Fin n => f i.succ j.succ) := by
  unfold pairSum
  simp [Fin.sum_univ_succ, Fin.succ_lt_succ_iff]
```

## Bounded operators

The $A_i$ are elements of `𝔸`, a complete normed complex algebra, such as the bounded operators on a Hilbert space. There the exponential series converges and can be differentiated, and $e^xe^{-x}=1$. The ladder operators $a,a^\dagger$ are unbounded, and no nonzero Banach algebra contains two elements whose commutator is a nonzero multiple of the identity. The oscillator therefore gets its own theorem further down.

```lean
section Banach

variable {𝔸 : Type*} [NormedRing 𝔸] [NormedAlgebra ℂ 𝔸] [CompleteSpace 𝔸]

/-- In a complex Banach algebra, `exp (-x)` is a right inverse of `exp x`. -/
theorem exp_mul_exp_neg (x : 𝔸) : exp x * exp (-x) = 1 := by
  let : NormedAlgebra ℚ 𝔸 := NormedAlgebra.restrictScalars ℚ ℂ 𝔸
  rw [← exp_add_of_commute (Commute.neg_right (Commute.refl x)), add_neg_cancel, exp_zero]
```

## The commutator commutes with the left operator

Write $C=[A,B]$. If $[C,A]=0$, conjugation by $e^{tA}$ shifts $B$ linearly in $t$, as a kick shifts position or momentum. By hand,

$$\frac{d}{ds}\,e^{-sA}(B+sC)e^{sA}=e^{-sA}\bigl(C-[A,B]-s[A,C]\bigr)e^{sA}=0 .$$

Comparing $s=t$ with $s=0$ gives $e^{tA}B=(B+tC)e^{tA}$. In the proof, `alg` is this cancellation, `key` the derivative, and `is_const_of_deriv_eq_zero` the comparison.

```lean
/-- If `[A, B]` commutes with `A`, moving `B` to the left through `exp (t A)` shifts it
by `t [A, B]`. -/
theorem exp_smul_mul (A B : 𝔸) (hA : Commute (comm A B) A) (t : ℂ) :
    exp (t • A) * B = (B + t • comm A B) * exp (t • A) := by
  have alg : ∀ e' e d : 𝔸, d * A = A * d →
      (e' * (-A) * (B + d) + e' * comm A B) * e + e' * (B + d) * (A * e) = 0 := by
    intro e' e d hd
    unfold comm
    linear_combination (norm := noncomm_ring) e' * hd * e
  -- exp(-sA) (B + s[A,B]) exp(sA) does not depend on s
  have key : ∀ s : ℂ, HasDerivAt
      (fun u : ℂ => exp (u • (-A)) * (B + u • comm A B) * exp (u • A)) 0 s := by
    intro s
    have hB : HasDerivAt (fun u : ℂ => B + u • comm A B) (comm A B) s :=
      (((hasDerivAt_id s).smul_const (comm A B)).const_add B).congr_deriv (one_smul _ _)
    exact (((hasDerivAt_exp_smul_const (-A) s).fun_mul hB).fun_mul
      (hasDerivAt_exp_smul_const' A s)).congr_deriv (alg _ _ _ (hA.smul_left s).eq)
  have hconst := is_const_of_deriv_eq_zero (fun s => (key s).differentiableAt)
    (fun s => (key s).deriv) t 0
  simp only [zero_smul, exp_zero, add_zero, one_mul, mul_one] at hconst
  have hinv : exp (t • A) * exp (t • (-A)) = 1 := by
    rw [smul_neg]
    exact exp_mul_exp_neg _
  calc exp (t • A) * B
      = exp (t • A) * (exp (t • (-A)) * (B + t • comm A B) * exp (t • A)) := by rw [hconst]
    _ = exp (t • A) * exp (t • (-A)) * (B + t • comm A B) * exp (t • A) := by
        simp only [mul_assoc]
    _ = (B + t • comm A B) * exp (t • A) := by rw [hinv, one_mul]
```

## The commutator commutes with the right operator

If also $[C,B]=0$, then $C$ commutes with $e^{-s(A+B)}$. Let

$$K(s)=e^{-s^2C/2}e^{-s(A+B)}e^{sA}e^{sB}.$$

Moving $B$ left through $e^{sA}$ gives

$$K'(s)=e^{-s^2C/2}e^{-s(A+B)}\bigl[-sC-(A+B)+A+(B+sC)\bigr]e^{sA}e^{sB}=0 .$$

So $K(1)=K(0)=1$, and multiplying on the left by $e^{A+B}e^{C/2}$ yields $e^Ae^B=e^{A+B}e^{C/2}$. In Lean, `hF` moves $C$ through the exponential, `hK` is $K(1)=1$, and the final `calc` does the multiplication.

Neither condition suffices alone. Let $E_{ij}$ be the matrix with a single 1 in row $i$, column $j$. For $A=E_{12}$, $B=E_{22}$ one has $C=A$, which commutes with $A$ only; the upper right entry is $e$ on the left side and $e-\tfrac12$ on the right. Exchanging $A$ and $B$ breaks the other condition, and the entries are $1$ and $e-\tfrac32$.

```lean
/-- Two-operator Baker-Campbell-Hausdorff formula: if `[A, B]` commutes with `A` and `B`,
then `exp A exp B = exp (A + B) exp ([A, B] / 2)`. -/
theorem exp_mul_exp (A B : 𝔸) (hA : Commute (comm A B) A) (hB : Commute (comm A B) B) :
    exp A * exp B = exp (A + B) * exp ((1 / 2 : ℂ) • comm A B) := by
  have alg : ∀ E F P Q d : 𝔸, F * d = d * F → P * B = (B + d) * P →
      ((-(E * d) * F + E * (F * (-(A + B)))) * P + E * F * (A * P)) * Q
        + E * F * P * (B * Q) = 0 := by
    intro E F P Q d h1 h2
    linear_combination (norm := noncomm_ring) E * h1 * P * Q + E * F * h2 * Q
  have hz : comm (-(A + B)) (comm A B) = 0 :=
    sub_eq_zero.2 ((hA.add_right hB).neg_right).symm.eq
  -- the product of all four exponentials does not depend on s
  have key : ∀ s : ℂ, HasDerivAt (fun u : ℂ => exp ((u ^ 2 / 2) • (-comm A B)) *
      exp (u • (-(A + B))) * exp (u • A) * exp (u • B)) 0 s := by
    intro s
    have hq : HasDerivAt (fun u : ℂ => u ^ 2 / 2) s s :=
      ((hasDerivAt_pow 2 s).div_const 2).congr_deriv (by norm_num)
    have hE0 := HasDerivAt.scomp (h := fun u : ℂ => u ^ 2 / 2) s
      (hasDerivAt_exp_smul_const (-comm A B) (s ^ 2 / 2)) hq
    have hE : HasDerivAt (fun u : ℂ => exp ((u ^ 2 / 2) • (-comm A B)))
        (-(exp ((s ^ 2 / 2) • (-comm A B)) * (s • comm A B))) s :=
      hE0.congr_deriv (by rw [mul_neg, smul_neg, mul_smul_comm])
    have hF := exp_smul_mul (-(A + B)) (comm A B) (by rw [hz]; exact Commute.zero_left _) s
    rw [hz, smul_zero, add_zero] at hF
    exact (((hE.fun_mul (hasDerivAt_exp_smul_const (-(A + B)) s)).fun_mul
      (hasDerivAt_exp_smul_const' A s)).fun_mul (hasDerivAt_exp_smul_const' B s)).congr_deriv
      (alg _ _ _ _ _ (by rw [mul_smul_comm, hF, smul_mul_assoc]) (exp_smul_mul A B hA s))
  have hK : exp ((1 / 2 : ℂ) • (-comm A B)) * exp (-(A + B)) * exp A * exp B = 1 := by
    have h := is_const_of_deriv_eq_zero (fun s => (key s).differentiableAt)
      (fun s => (key s).deriv) 1 0
    simpa using h
  have h1 : exp ((1 / 2 : ℂ) • comm A B) * exp ((1 / 2 : ℂ) • (-comm A B)) = 1 := by
    rw [smul_neg]
    exact exp_mul_exp_neg _
  calc exp A * exp B
      = exp (A + B) * (exp ((1 / 2 : ℂ) • comm A B) * exp ((1 / 2 : ℂ) • (-comm A B))) *
          exp (-(A + B)) * (exp A * exp B) := by
        rw [h1, mul_one, exp_mul_exp_neg, one_mul]
    _ = exp (A + B) * exp ((1 / 2 : ℂ) • comm A B) *
          (exp ((1 / 2 : ℂ) • (-comm A B)) * exp (-(A + B)) * exp A * exp B) := by
        simp only [mul_assoc]
    _ = _ := by rw [hK, mul_one]
```

## Every commutator commutes with every operator

Hypothesis `h` says that reordering produces only factors that can be moved anywhere. The empty product is 1 on both sides. For the induction step, let $S=\sum_{j\ge1}A_j$ and $P=\sum_{1\le i<j}[A_i,A_j]$. Then

$$e^{A_0}e^{S}e^{P/2}=e^{A_0+S}e^{[A_0,S]/2}e^{P/2}=e^{A_0+S}e^{([A_0,S]+P)/2},$$

with $[A_0,S]=\sum_{j\ge1}[A_0,A_j]$. The first equality holds because $[A_0,S]$ commutes with $A_0$ and $S$ (`hk`), the second because it also commutes with $P$ (`hP`); `hc` expands the commutator.

It is not enough that each commutator commutes with its own two operators: for $E_{12},E_{23},E_{34}$ the upper right entries are $1$ and $\tfrac23$.

```lean
/-- If all commutators `[A i, A j]` commute with every `A k`, the ordered product of the
exponentials is the exponential of the sum times the exponential of half the sum of
`[A i, A j]` over `i < j`. -/
theorem prod_exp {n : ℕ} (A : Fin n → 𝔸)
    (h : ∀ i j k, Commute (comm (A i) (A j)) (A k)) :
    (List.ofFn fun i => exp (A i)).prod =
      exp (∑ i, A i) * exp ((1 / 2 : ℂ) • pairSum fun i j => comm (A i) (A j)) := by
  let : NormedAlgebra ℚ 𝔸 := NormedAlgebra.restrictScalars ℚ ℂ 𝔸
  induction n with
  | zero => simp [pairSum]
  | succ n ih =>
    have ih' := ih (fun i => A i.succ) (fun i j k => h _ _ _)
    beta_reduce at ih'
    have hc : comm (A 0) (∑ j : Fin n, A j.succ) = ∑ j : Fin n, comm (A 0) (A j.succ) := by
      simp only [comm, Finset.mul_sum, Finset.sum_mul, Finset.sum_sub_distrib]
    have hk : ∀ k, Commute (comm (A 0) (∑ j : Fin n, A j.succ)) (A k) := by
      intro k
      rw [hc]
      exact Commute.sum_left _ _ _ fun j _ => h _ _ _
    -- the new commutator commutes with the pair sum of the remaining operators
    have hP : Commute (comm (A 0) (∑ j : Fin n, A j.succ))
        (pairSum fun i j : Fin n => comm (A i.succ) (A j.succ)) := by
      refine Commute.sum_right _ _ _ fun i _ => Commute.sum_right _ _ _ fun j _ => ?_
      split_ifs
      · exact ((hk _).mul_right (hk _)).sub_right ((hk _).mul_right (hk _))
      · exact Commute.zero_right _
    rw [List.ofFn_succ, List.prod_cons, ih', ← mul_assoc,
      exp_mul_exp _ _ (hk 0) (Commute.sum_right _ _ _ fun j _ => hk _), mul_assoc,
      ← exp_add_of_commute ((hP.smul_left _).smul_right _), ← smul_add, hc,
      ← pairSum_succ (fun i j => comm (A i) (A j)), ← Fin.sum_univ_succ]

end Banach
```

The matrices $E_{12},E_{23}$ in dimension three satisfy `h` with the nonzero commutator $E_{13}$; the theorem `prod_exp_witness` below checks this entry by entry.

```lean
/-- Two nilpotent 3 × 3 matrices, the generators of the Heisenberg algebra. -/
def heisenbergPair : Fin 2 → Matrix (Fin 3) (Fin 3) ℂ :=
  ![!![0, 1, 0; 0, 0, 0; 0, 0, 0], !![0, 0, 0; 0, 0, 1; 0, 0, 0]]

/-- The commutators of the Heisenberg matrices commute with both matrices, and the
commutator of the first with the second is not zero. -/
theorem prod_exp_witness :
    (∀ i j k, Commute (comm (heisenbergPair i) (heisenbergPair j)) (heisenbergPair k)) ∧
      comm (heisenbergPair 0) (heisenbergPair 1) ≠ 0 := by
  constructor
  · intro i j k
    rw [commute_iff_eq]
    ext a b
    fin_cases i <;> fin_cases j <;> fin_cases k <;> fin_cases a <;> fin_cases b <;>
      simp [heisenbergPair, comm, Matrix.mul_apply, Fin.sum_univ_succ]
  · intro h
    have h02 := congrFun (congrFun h 0) 2
    simp [heisenbergPair, comm] at h02
```

## The Weyl relation for displacements

For the oscillator, `D` maps complex amplitudes into any complex algebra, with no norm. Two properties are assumed: $D(0)=1$, meaning that a kick of zero amplitude changes nothing, and

$$D(\alpha)D(\beta)=e^{i\,\mathrm{Im}(\alpha\beta^*)}D(\alpha+\beta).$$

That $D(\alpha)=e^{\alpha a^\dagger-\alpha^*a}$ on Fock space satisfies this relation is a standard result that is not proved here.

With $\sigma=\sum_{j\ge1}\alpha_j$ and $\varphi$ the phase already collected from the later indices,

$$D(\alpha_0)\,e^{i\varphi}D(\sigma)=e^{i(\varphi+\mathrm{Im}(\alpha_0\sigma^*))}D(\alpha_0+\sigma).$$

Since $\mathrm{Im}(\alpha_0\sigma^*)=\sum_{j\ge1}\mathrm{Im}(\alpha_0\alpha_j^*)$ (`him`), induction gives the total phase $\sum_{i<j}\mathrm{Im}(\alpha_i\alpha_j^*)$. The leftmost factor acts last, so $\alpha_0$ is the latest kick in time.

For $n=2$ the conclusion is the Weyl relation itself, so nothing weaker would do. In the proof of the theorem, $D(0)=1$ serves only the empty product, where $D=0$ would fail in a nonzero algebra.

```lean
/-- Driven-oscillator phase: if `D 0 = 1` and the displacement operators obey the Weyl relation, the
ordered product `D (α 0) * D (α 1) * ⋯`, whose leftmost factor acts last, is the total displacement
times a phase factor whose angle is the sum of `Im (α i * conj (α j))` over `i < j`. -/
theorem prod_displacement {R : Type*} [Ring R] [Algebra ℂ R] (D : ℂ → R) (h0 : D 0 = 1)
    (hD : ∀ a b, D a * D b = Complex.exp (Complex.I * ((a * conj b).im : ℂ)) • D (a + b))
    {n : ℕ} (α : Fin n → ℂ) :
    (List.ofFn fun k => D (α k)).prod =
      Complex.exp (Complex.I * ((pairSum fun i j => (α i * conj (α j)).im : ℝ) : ℂ)) •
        D (∑ k, α k) := by
  induction n with
  | zero => simp [pairSum, h0]
  | succ n ih =>
    have ih' := ih (fun i => α i.succ)
    beta_reduce at ih'
    have him : (α 0 * conj (∑ j : Fin n, α j.succ)).im =
        ∑ j : Fin n, (α 0 * conj (α j.succ)).im := by
      rw [map_sum, Finset.mul_sum, Complex.im_sum]
    rw [List.ofFn_succ, List.prod_cons, ih', pairSum_succ, ← him, Fin.sum_univ_succ,
      mul_smul_comm, hD, smul_smul, ← Complex.exp_add]
    congr 2
    rw [Complex.ofReal_add]
    ring
```

For a single mode under linear forcing, take real $a,b$ and kicks around a rectangle:

$$D(-ib)\,D(-a)\,D(ib)\,D(a)=e^{2iab}.$$

The six pairs contribute $ab,0,-ab,ab,0,ab$. In the rotating frame the oscillator returns to its initial state with a phase of twice the signed area enclosed in the complex plane of amplitudes, positive for a counter-clockwise loop. Geometric-phase gates for trapped ions use closed loops in phase space, not necessarily rectangular, with displacements that depend on the internal states.

The Weyl relation is realised by $(D(a)f)(z)=e^{i\,\mathrm{Im}(az^*)}f(z-a)$ on arbitrary functions of a complex variable, with no inner product. Composing two such maps gives the exponent

$$\mathrm{Im}(az^*)+\mathrm{Im}(b(z-a)^*)=\mathrm{Im}(ab^*)+\mathrm{Im}((a+b)z^*),$$

which is `hre` in the proof.

```lean
/-- Translation by `a` of a function on the complex phase plane, combined with a
position-dependent phase factor. -/
def phaseTranslation (a : ℂ) : Module.End ℂ (ℂ → ℂ) where
  toFun f z := Complex.exp (Complex.I * ((a * conj z).im : ℂ)) * f (z - a)
  map_add' f g := by
    funext z
    simp only [Pi.add_apply]
    ring
  map_smul' c f := by
    funext z
    simp only [Pi.smul_apply, smul_eq_mul, RingHom.id_apply]
    ring

/-- The phase-space translations satisfy `D 0 = 1` and the Weyl relation. -/
theorem prod_displacement_witness :
    phaseTranslation 0 = 1 ∧ ∀ a b, phaseTranslation a * phaseTranslation b =
      Complex.exp (Complex.I * ((a * conj b).im : ℂ)) • phaseTranslation (a + b) := by
  constructor
  · refine LinearMap.ext fun f => funext fun z => ?_
    simp [phaseTranslation]
  · intro a b
    refine LinearMap.ext fun f => funext fun z => ?_
    change Complex.exp (Complex.I * ((a * conj z).im : ℂ)) *
        (Complex.exp (Complex.I * ((b * conj (z - a)).im : ℂ)) * f (z - a - b)) =
      Complex.exp (Complex.I * ((a * conj b).im : ℂ)) *
        (Complex.exp (Complex.I * (((a + b) * conj z).im : ℂ)) * f (z - (a + b)))
    have hre : (a * conj z).im + (b * conj (z - a)).im =
        (a * conj b).im + ((a + b) * conj z).im := by
      simp only [Complex.mul_im, Complex.conj_re, Complex.conj_im, Complex.sub_re,
        Complex.sub_im, Complex.add_re, Complex.add_im]
      ring
    rw [sub_sub, ← mul_assoc, ← mul_assoc, ← Complex.exp_add, ← Complex.exp_add,
      ← mul_add, ← mul_add, ← Complex.ofReal_add, ← Complex.ofReal_add, hre]

end

end OrderedExponentials
```

```lean
#print axioms OrderedExponentials.prod_exp
#print axioms OrderedExponentials.prod_displacement
```

```
'OrderedExponentials.prod_exp' depends on axioms: [propext, Classical.choice, Quot.sound]
'OrderedExponentials.prod_displacement' depends on axioms: [propext, Classical.choice, Quot.sound]
```
